# Two-centre photoemission averaged over orientations gives the Cohen-Fano factor $1\pm\sin(kR)/(kR)$

The molecule is modelled as two point emitters a distance $R$ apart, whose waves of wavenumber $k$ add coherently with fixed complex weights. For weights $1$ and $\pm1$, the Cohen-Fano factor is defined as the orientation average of half the squared amplitude, and its closed form for $kR\neq0$ is a theorem. Because the weights don't depend on orientation, the model leaves out any change of the dipole matrix element with the direction of the molecular axis. It also omits scattering of the electron by the molecular ion and the overlap in the orbital's normalisation. The result is therefore an interference factor and not a full molecular cross section.

```lean
import Mathlib

open scoped ComplexConjugate

namespace CohenFanoInterference

noncomputable section
```

The file loads Mathlib, Lean's mathematical library, and enables the notation `conj` for complex conjugation.

## Amplitude and average

```lean
/-- Photoemission amplitude of two centres a distance `R` apart with complex weights `a` and `b`,
for wavenumber `k` and cosine `x` of the angle between molecular axis and emission direction. -/
def twoCentreAmplitude (a b : ℂ) (k R x : ℝ) : ℂ :=
  a * Complex.exp (((k * R * x / 2 : ℝ) : ℂ) * Complex.I) +
    b * Complex.exp (((-(k * R * x / 2) : ℝ) : ℂ) * Complex.I)
```

Let $x$ be the cosine of the angle between the molecular axis and the emission direction. The centres with weights $a$ and $b$ sit at $-R/2$ and $+R/2$ along the axis. Their paths to a distant detector differ from that of the midpoint by $+Rx/2$ and $-Rx/2$, so their phases are $+kRx/2$ and $-kRx/2$:

$$A(x)=a\,e^{ikRx/2}+b\,e^{-ikRx/2}.$$

The types say that $a,b$ are complex and $k,R,x$ real. The annotation `: ℂ` turns a real phase into a complex number so that it can multiply $i$, written `Complex.I`.

```lean
/-- Average over random molecular orientations of a quantity that depends only on the cosine `x`
of the angle between the molecular axis and a fixed direction. -/
def orientationAverage (f : ℝ → ℝ) : ℝ :=
  (1 / 2) * ∫ x in (-1 : ℝ)..1, f x
```

For randomly oriented molecules $x$ is uniformly distributed on $[-1,1]$, so the average of $f$ is $\frac12\int_{-1}^{1}f(x)\,dx$.

```lean
/-- The Cohen-Fano factor: the orientation average of half the squared amplitude of two centres with
weights `1` and `s`, where `s` is real. For identical s-type atomic orbitals, `s = 1` is the gerade
and `s = -1` the ungerade combination. -/
def cohenFano (s k R : ℝ) : ℝ :=
  orientationAverage fun x => (1 / 2) * ‖twoCentreAmplitude 1 (s : ℂ) k R x‖ ^ 2
```

The weights are now $1$ and $s$, and the factor is

$$C_s(k,R)=\frac12\int_{-1}^{1}\frac12\left|e^{ikRx/2}+s\,e^{-ikRx/2}\right|^2dx.$$

For $s=\pm1$ the inner $\frac12$ normalises the two-centre combination, so that $C_s=1$ means no net interference. With identical s-type atomic functions, $s=1$ is the gerade and $s=-1$ the ungerade combination, and the names of the theorems below follow this case.

## Intensity at one orientation

```lean
/-- At fixed orientation the intensity is the sum of the two single-centre intensities and an
interference term that oscillates with the phase difference `k R x`. -/
theorem twoCentreAmplitude_sq (a b : ℂ) (k R x : ℝ) :
    ‖twoCentreAmplitude a b k R x‖ ^ 2 = ‖a‖ ^ 2 + ‖b‖ ^ 2 +
      2 * ((a * conj b).re * Real.cos (k * R * x) - (a * conj b).im * Real.sin (k * R * x)) := by
  -- express everything through half the phase difference
  have hphase : k * R * x = 2 * (k * R * x / 2) := by ring
  have hc : Real.cos (k * R * x) = 2 * Real.cos (k * R * x / 2) ^ 2 - 1 := by
    conv_lhs => rw [hphase, Real.cos_two_mul]
  have hs : Real.sin (k * R * x) =
      2 * Real.sin (k * R * x / 2) * Real.cos (k * R * x / 2) := by
    conv_lhs => rw [hphase, Real.sin_two_mul]
  rw [hc, hs]
  simp only [twoCentreAmplitude, Complex.sq_norm, Complex.normSq_apply, Complex.add_re,
    Complex.add_im, Complex.mul_re, Complex.mul_im, Complex.exp_ofReal_mul_I_re,
    Complex.exp_ofReal_mul_I_im, Real.cos_neg, Real.sin_neg, Complex.conj_re, Complex.conj_im]
  linear_combination (a.re ^ 2 + a.im ^ 2 + b.re ^ 2 + b.im ^ 2
    - 2 * (a.re * b.re + a.im * b.im)) * Real.sin_sq_add_cos_sq (k * R * x / 2)
```

By hand, expanding the square gives

$$|A|^2=|a|^2+|b|^2+2\,\mathrm{Re}\!\left(ab^*e^{ikRx}\right),$$

and the last term is $2[\mathrm{Re}(ab^*)\cos(kRx)-\mathrm{Im}(ab^*)\sin(kRx)]$.

Lean works with real and imaginary parts. The steps `hc` and `hs` are the double-angle formulas, which express everything through $\theta=kRx/2$. The `simp only` line writes out the components, and `linear_combination` closes the remaining identity with a multiple of $\sin^2\theta+\cos^2\theta=1$.

## Integrating over orientations

```lean
/-- Orientation averaging of a constant plus an oscillation of nonzero frequency `q` in `x`
removes the sine part and turns the cosine into `sin q / q`. -/
theorem orientationAverage_oscillation (A p m : ℝ) {q : ℝ} (hq : q ≠ 0) :
    orientationAverage (fun x => A + 2 * (p * Real.cos (q * x) - m * Real.sin (q * x))) =
      A + 2 * p * (Real.sin q / q) := by
  -- an explicit antiderivative
  have hF : ∀ x : ℝ, HasDerivAt
      (fun y => A * y + 2 / q * (p * Real.sin (q * y) + m * Real.cos (q * y)))
      (A + 2 * (p * Real.cos (q * x) - m * Real.sin (q * x))) x := by
    intro x
    have hl : HasDerivAt (fun y : ℝ => q * y) q x :=
      ((hasDerivAt_id' x).const_mul q).congr_deriv (mul_one q)
    have e : 2 / q * q = 2 := div_mul_cancel₀ _ hq
    refine (((hasDerivAt_id' x).const_mul A).fun_add
      (((hl.sin.const_mul p).fun_add (hl.cos.const_mul m)).const_mul (2 / q))).congr_deriv ?_
    linear_combination (p * Real.cos (q * x) - m * Real.sin (q * x)) * e
  unfold orientationAverage
  rw [intervalIntegral.integral_eq_sub_of_hasDerivAt (fun x _ => hF x)
    (Continuous.intervalIntegrable (by fun_prop) _ _)]
  simp only [mul_one, mul_neg, Real.sin_neg, Real.cos_neg]
  ring
```

Here $A$, $p$ and $m$ are arbitrary real numbers (this $A$ is a constant, not the amplitude), and the hypothesis `hq` says $q\neq0$. An antiderivative of $A+2(p\cos qx-m\sin qx)$ is

$$F(x)=Ax+\frac2q\left(p\sin qx+m\cos qx\right).$$

The cosine is even, so the $m$ terms cancel between the limits:

$$\frac12\,[F(1)-F(-1)]=A+2p\,\frac{\sin q}{q}.$$

In the proof, `hF` checks that $F$ has the right derivative. The fundamental theorem of calculus then replaces the integral by $F(1)-F(-1)$, and `ring` finishes the algebra.

```lean
/-- For `k R ≠ 0` and any complex weights of the two centres, the orientation-averaged intensity
is the sum of the single-centre intensities plus an interference term with `sin (k R) / (k R)`. -/
theorem twoCentre_average (a b : ℂ) {k R : ℝ} (hq : k * R ≠ 0) :
    orientationAverage (fun x => ‖twoCentreAmplitude a b k R x‖ ^ 2) =
      ‖a‖ ^ 2 + ‖b‖ ^ 2 + 2 * (a * conj b).re * (Real.sin (k * R) / (k * R)) := by
  simp only [twoCentreAmplitude_sq]
  exact orientationAverage_oscillation _ _ _ hq
```

Set $A=|a|^2+|b|^2$, $p=\mathrm{Re}(ab^*)$, $m=\mathrm{Im}(ab^*)$ and $q=kR$. The average is

$$|a|^2+|b|^2+2\,\mathrm{Re}(ab^*)\,\frac{\sin(kR)}{kR}.$$

The two lines of proof do exactly this: insert the expanded intensity, then apply the integral. Only the in-phase part of $ab^*$ survives the average.

## The gerade and ungerade factors

```lean
/-- The Cohen-Fano formula: for `k R ≠ 0` and `s = 1` or `s = -1`, the orientation-averaged
factor equals `1 + s sin (k R) / (k R)`. -/
theorem cohenFano_eq {s k R : ℝ} (hs : s = 1 ∨ s = -1) (hq : k * R ≠ 0) :
    cohenFano s k R = 1 + s * (Real.sin (k * R) / (k * R)) := by
  have hs2 : s ^ 2 = 1 := by rcases hs with rfl | rfl <;> norm_num
  have hhalf : cohenFano s k R =
      1 / 2 * orientationAverage (fun x => ‖twoCentreAmplitude 1 (s : ℂ) k R x‖ ^ 2) := by
    unfold cohenFano orientationAverage
    rw [intervalIntegral.integral_const_mul]
  have e1 : ‖(s : ℂ)‖ ^ 2 = s ^ 2 := by
    rw [Complex.norm_real, Real.norm_eq_abs, sq_abs]
  have e2 : ((1 : ℂ) * conj (s : ℂ)).re = s := by simp
  rw [hhalf, twoCentre_average 1 (s : ℂ) hq, e1, e2, norm_one]
  linear_combination (1 / 2) * hs2
```

The hypothesis `hs` reads "$s=1$ or $s=-1$". With $a=1$ and $b=s$, the general formula gives

$$C_s=\frac12\left(1+s^2+2s\,\frac{\sin(kR)}{kR}\right)=1+s\,\frac{\sin(kR)}{kR},$$

since $s^2=1$. In Lean, `hhalf` takes the inner $\frac12$ out of the integral, while `e1` and `e2` evaluate $|s|^2$ and $\mathrm{Re}(1\cdot s^*)$. The condition $kR\neq0$ includes the physical case $k,R>0$. It is needed because Lean sets $0/0=0$, so the right-hand side would be $1$ at $kR=0$, whereas the integral gives $2$ for $s=1$ and $0$ for $s=-1$.

For photoionization of homonuclear diatomics, this describes how the emission is modulated with electron momentum, within a model of two fixed emitters and an unscattered outgoing wave.

```lean
/-- The factors for `s = 1` and `s = -1` deviate from `1` by opposite amounts. -/
theorem gerade_ungerade_opposite (k R : ℝ) :
    cohenFano 1 k R - 1 = -(cohenFano (-1) k R - 1) := by
  by_cases hq : k * R = 0
  · -- without a phase difference the integrands are constant
    norm_num [cohenFano, orientationAverage, twoCentreAmplitude_sq, hq]
  · rw [cohenFano_eq (Or.inl rfl) hq, cohenFano_eq (Or.inr rfl) hq]
    ring
```

This says $C_1-1=-(C_{-1}-1)$ for all real $k$ and $R$. If $kR\neq0$, the closed forms differ only in the sign of the interference term. If $kR=0$, the factors are $2$ and $0$, with deviations $1$ and $-1$. The command `by_cases` makes this division.

```lean
/-- For positive `k` and `R`, the factor for `s = 1` exceeds that for `s = -1` exactly when
`sin (k R)` is positive. -/
theorem ungerade_lt_gerade_iff {k R : ℝ} (hk : 0 < k) (hR : 0 < R) :
    cohenFano (-1) k R < cohenFano 1 k R ↔ 0 < Real.sin (k * R) := by
  have hq : 0 < k * R := mul_pos hk hR
  have hX : 0 < Real.sin (k * R) / (k * R) ↔ 0 < Real.sin (k * R) :=
    ⟨fun h => by
      have h' := mul_pos h hq
      rwa [div_mul_cancel₀ _ hq.ne'] at h', fun h => div_pos h hq⟩
  rw [cohenFano_eq (Or.inl rfl) hq.ne', cohenFano_eq (Or.inr rfl) hq.ne', ← hX]
  constructor <;> intro h <;> linarith
```

Subtracting the closed forms gives

$$C_1-C_{-1}=\frac{2\sin(kR)}{kR}.$$

For $k,R>0$ the denominator is positive, so the sign is that of $\sin(kR)$. The step `hX` proves this sign equivalence, and `linarith` handles the remaining linear inequalities.

```lean
/-- For `k R ≠ 0` and `s = 1` or `s = -1`, the factor equals `1` exactly when `k R` is an
integer multiple of `π`. -/
theorem cohenFano_eq_one_iff {s k R : ℝ} (hs : s = 1 ∨ s = -1) (hq : k * R ≠ 0) :
    cohenFano s k R = 1 ↔ ∃ n : ℤ, (n : ℝ) * Real.pi = k * R := by
  have hs0 : s ≠ 0 := by rcases hs with rfl | rfl <;> norm_num
  rw [cohenFano_eq hs hq, ← Real.sin_eq_zero_iff]
  constructor
  · intro h
    have h' : s * (Real.sin (k * R) / (k * R)) = 0 := by linarith
    exact (div_eq_zero_iff.mp ((mul_eq_zero.mp h').resolve_left hs0)).resolve_right hq
  · intro h
    rw [h, zero_div, mul_zero, add_zero]
```

For $kR\neq0$, $C_s=1$ means $s\sin(kR)/(kR)=0$. As $s$ and $kR$ are nonzero, this is equivalent to $\sin(kR)=0$, hence to $kR=n\pi$ for some integer $n$. Lean's `constructor` separates the two directions. It is the average interference that vanishes at these values; at a single orientation the term $s\cos(kRx)$ is generally still present.

```lean
/-- For positive `k` and `R` and `s = 1` or `s = -1`, the factor lies strictly between
`0` and `2`. -/
theorem cohenFano_bounds {s k R : ℝ} (hs : s = 1 ∨ s = -1) (hk : 0 < k) (hR : 0 < R) :
    0 < cohenFano s k R ∧ cohenFano s k R < 2 := by
  have hq : 0 < k * R := mul_pos hk hR
  have hlow : -(k * R) < Real.sin (k * R) := by
    rcases le_or_gt (k * R) 1 with h | h
    · have hpos := Real.sin_pos_of_pos_of_lt_pi hq (by linarith [Real.pi_gt_three])
      linarith
    · linarith [Real.neg_one_le_sin (k * R)]
  have h1 : Real.sin (k * R) / (k * R) < 1 := by
    rw [div_lt_iff₀ hq, one_mul]
    exact Real.sin_lt hq
  have h2 : -1 < Real.sin (k * R) / (k * R) := by
    rw [lt_div_iff₀ hq]
    linarith
  rw [cohenFano_eq hs hq.ne']
  rcases hs with rfl | rfl <;> constructor <;> linarith

end

end CohenFanoInterference
```

Write $q=kR>0$. The claim $0<C_s<2$ follows for both signs from $-q<\sin q<q$. The upper bound is Mathlib's `Real.sin_lt`. For the lower bound, `hlow` treats two ranges: if $q\le1$, then $\sin q>0>-q$; if $q>1$, then $\sin q\ge-1>-q$. Dividing by $q$ gives `h1` and `h2`.

A single orientation can reach the extremes: at $x=0$ the half squared amplitude is $2$ for $s=1$ and $0$ for $s=-1$. After averaging with $k,R>0$, neither complete cancellation nor full doubling remains.

```lean
#print axioms CohenFanoInterference.twoCentre_average
#print axioms CohenFanoInterference.gerade_ungerade_opposite
#print axioms CohenFanoInterference.cohenFano_eq_one_iff
#print axioms CohenFanoInterference.cohenFano_bounds
```

```
'CohenFanoInterference.twoCentre_average' depends on axioms: [propext, Classical.choice, Quot.sound]
'CohenFanoInterference.gerade_ungerade_opposite' depends on axioms: [propext, Classical.choice, Quot.sound]
'CohenFanoInterference.cohenFano_eq_one_iff' depends on axioms: [propext, Classical.choice, Quot.sound]
'CohenFanoInterference.cohenFano_bounds' depends on axioms: [propext, Classical.choice, Quot.sound]
```
